# Leading cutoff error of the f-sum rule for finitely many Lorentz oscillators

A single damped charge still absorbs a little far above its resonance. For unit strength, resonance frequency $a>0$ and damping $g>0$, the response $\chi(w)=1/(a^2-w^2-igw)$ gives $w\,\mathrm{Im}\,\chi(w)\approx g/w^2$ at large $w$. An absorption integral stopped at a cutoff $W$ therefore misses strength of order $1/W$. The task is to find the leading loss for finitely many such oscillators.

```lean
import Mathlib

open Filter Finset
open scoped Real Topology

namespace FiniteCutoffSumRule

noncomputable section
```

Oscillator $j$ has strength $f_j$, resonance frequency $w_j$ (`w₀ j` in Lean) and damping $g_j$, the friction coefficient per unit mass. The sign of the damping term belongs to the time factor $e^{-iwt}$. The finite type `ι` labels the oscillators.

```lean
/-- Response of finitely many damped oscillators with strengths `f j`, resonance frequencies
`w₀ j > 0` and dampings `g j > 0`, at real frequency `w`. -/
def response {ι : Type*} [Fintype ι] (f w₀ g : ι → ℝ) (w : ℝ) : ℂ :=
  ∑ j, (f j : ℂ) / ((w₀ j : ℂ) ^ 2 - (w : ℂ) ^ 2 - Complex.I * (g j : ℂ) * (w : ℂ))
```

The strength found below the cutoff is $N(W)=\frac2\pi\int_0^W w\,\mathrm{Im}\,\chi(w)\,dw$. For this model the f-sum rule says that $N(W)\to\sum_jf_j$ as $W\to\infty$, which follows from (h).

```lean
/-- The oscillator strength `N(W)` found by integrating the absorption up to the cutoff `W`. -/
def partialStrength {ι : Type*} [Fintype ι] (f w₀ g : ι → ℝ) (W : ℝ) : ℝ :=
  2 / π * ∫ w in (0 : ℝ)..W, w * (response f w₀ g w).im
```

For one oscillator of unit strength, write $L(w)$ for `lineShape`, which includes the factor $w$ despite its name, and $D(w)=(a^2-w^2)^2+g^2w^2$ for its denominator.

```lean
/-- The profile `w Im χ(w)` of one oscillator of unit strength, with resonance frequency `a > 0`
and damping `g > 0`. -/
def lineShape (a g w : ℝ) : ℝ :=
  g * w ^ 2 / ((a ^ 2 - w ^ 2) ^ 2 + g ^ 2 * w ^ 2)
```

Its integral from $0$ to $W$ is $A(W)$, called `area`.

```lean
/-- The area under the profile of one oscillator (`a > 0`, `g > 0`) from zero frequency to `W`. -/
def area (a g W : ℝ) : ℝ := ∫ w in (0 : ℝ)..W, lineShape a g w
```

## (a) The denominator

Show that $D(w)>0$ for every real $w$.

At $w=0$ it equals $a^4>0$. Otherwise $g^2w^2>0$ and the other square is nonnegative. The Lean proof splits into the same two cases.

```lean
/-- For positive resonance frequency and damping, the denominator of the profile is positive at
every real frequency. -/
theorem denom_pos {a g : ℝ} (ha : 0 < a) (hg : 0 < g) (w : ℝ) :
    0 < (a ^ 2 - w ^ 2) ^ 2 + g ^ 2 * w ^ 2 := by
  by_cases hw : w = 0
  · have h : (a ^ 2 - w ^ 2) ^ 2 + g ^ 2 * w ^ 2 = a ^ 4 := by rw [hw]; ring
    rw [h]
    positivity
  · positivity
```

## (b) Absorption as a sum of profiles

Show that $w\,\mathrm{Im}\,\chi(w)=\sum_j f_jL_j(w)$, where $L_j$ has $a=w_j$ and $g=g_j$.

Since $\mathrm{Im}\,\frac1{p-iq}=\frac q{p^2+q^2}$, put $p=w_j^2-w^2$ and $q=g_jw$, then multiply by $f_jw$ and sum. In Lean, `hz` separates the real and imaginary parts and `hn` computes $p^2+q^2$.

```lean
/-- The absorption `w Im χ(w)` is the sum of the single-oscillator profiles, weighted by the
oscillator strengths. -/
theorem mul_im_response {ι : Type*} [Fintype ι] (f w₀ g : ι → ℝ) (w : ℝ) :
    w * (response f w₀ g w).im = ∑ j, f j * lineShape (w₀ j) (g j) w := by
  unfold response
  rw [Complex.im_sum, Finset.mul_sum]
  refine Finset.sum_congr rfl fun j _ => ?_
  have hz : (w₀ j : ℂ) ^ 2 - (w : ℂ) ^ 2 - Complex.I * (g j : ℂ) * (w : ℂ)
      = (⟨w₀ j ^ 2 - w ^ 2, -(g j * w)⟩ : ℂ) := by
    apply Complex.ext <;> simp [pow_two]
  have hn : Complex.normSq (⟨w₀ j ^ 2 - w ^ 2, -(g j * w)⟩ : ℂ)
      = (w₀ j ^ 2 - w ^ 2) ^ 2 + g j ^ 2 * w ^ 2 := by
    rw [Complex.normSq_mk]; ring
  rw [hz, Complex.div_im, hn]
  simp only [Complex.ofReal_im, Complex.ofReal_re, lineShape]
  ring
```

## (c) Continuity

Show that $L$ is continuous.

It is a quotient of polynomials whose denominator never vanishes, by (a).

```lean
/-- For positive resonance frequency and damping, the profile is continuous in the frequency. -/
theorem continuous_lineShape {a g : ℝ} (ha : 0 < a) (hg : 0 < g) :
    Continuous (lineShape a g) := by
  change Continuous fun w => g * w ^ 2 / ((a ^ 2 - w ^ 2) ^ 2 + g ^ 2 * w ^ 2)
  exact Continuous.div (by fun_prop) (by fun_prop) fun w => (denom_pos ha hg w).ne'
```

## (d) Growth of the area

Show that $A'(W)=L(W)$.

This is the fundamental theorem of calculus, applied to the continuous $L$.

```lean
/-- For positive resonance frequency and damping, the area grows with the cutoff at the rate given
by the profile. -/
theorem hasDerivAt_area {a g : ℝ} (ha : 0 < a) (hg : 0 < g) (W : ℝ) :
    HasDerivAt (area a g) (lineShape a g W) W :=
  ((continuous_lineShape ha hg).integral_hasStrictDerivAt 0 W).hasDerivAt
```

## (e) Inversion about the resonance

Show that $L(t)=L(x)$ whenever $tx=a^2$.

Neither frequency is zero. Dividing numerator and denominator by $t^2$ gives
$$L(t)=\frac g{(x-t)^2+g^2},$$
which is symmetric in $t$ and $x$. Lean cross-multiplies and substitutes $a^2=tx$.

```lean
/-- For positive `a` and `g`, the profile takes equal values at two frequencies whose product is
the square of the resonance frequency `a`. -/
theorem lineShape_inversion {a g t x : ℝ} (ha : 0 < a) (hg : 0 < g) (h : t * x = a ^ 2) :
    lineShape a g t = lineShape a g x := by
  unfold lineShape
  rw [div_eq_div_iff (denom_pos ha hg t).ne' (denom_pos ha hg x).ne', ← h]
  ring
```

## (f) An identity at finite cutoff

For $W>0$, show that
$$A(W)=\arctan\frac{W^2-a^2}{gW}+A(a^2/W).$$

By (d) and (e), $A(W)-A(a^2/W)$ has derivative $(1+a^2/W^2)L(W)$. With $u=(W^2-a^2)/(gW)$,
$$\frac{u'}{1+u^2}=\frac{(W^2+a^2)/(gW^2)}{D(W)/(gW)^2}=\frac{g(W^2+a^2)}{D(W)},$$
which is the same. Both sides of the identity agree at $W=a$, hence everywhere on the half-line. Here `hd` is the derivative calculation and `key` compares the values at $W$ and $a$.

```lean
/-- Exact finite-cutoff identity: for positive `a`, `g` and `W`, the area up to `W` is an
arctangent plus the area up to the inverted cutoff `a ^ 2 / W`. -/
theorem area_reflection {a g W : ℝ} (ha : 0 < a) (hg : 0 < g) (hW : 0 < W) :
    area a g W = Real.arctan ((W ^ 2 - a ^ 2) / (g * W)) + area a g (a ^ 2 / W) := by
  -- the difference of the two sides has zero derivative
  have hd : ∀ x ∈ Set.Ioi (0 : ℝ), HasDerivAt (fun y => area a g y - area a g (a ^ 2 / y)
      - Real.arctan ((y ^ 2 - a ^ 2) / (g * y))) 0 x := by
    intro x hx
    have hx : 0 < x := hx
    have h1 : HasDerivAt (fun y : ℝ => a ^ 2 / y) (-(a ^ 2) / x ^ 2) x :=
      ((hasDerivAt_const x (a ^ 2)).fun_div (hasDerivAt_id' x) hx.ne').congr_deriv (by ring)
    have h2 := (hasDerivAt_area ha hg (a ^ 2 / x)).comp x h1
    have n : HasDerivAt (fun y : ℝ => y ^ 2 - a ^ 2) (2 * x) x :=
      ((hasDerivAt_pow 2 x).sub_const (a ^ 2)).congr_deriv (by norm_num)
    have d : HasDerivAt (fun y : ℝ => g * y) g x :=
      ((hasDerivAt_id' x).const_mul g).congr_deriv (mul_one g)
    have h3 : HasDerivAt (fun y : ℝ => (y ^ 2 - a ^ 2) / (g * y))
        ((x ^ 2 + a ^ 2) / (g * x ^ 2)) x := by
      refine (n.fun_div d (by positivity)).congr_deriv ?_
      rw [div_eq_div_iff (by positivity) (by positivity)]
      ring
    refine (((hasDerivAt_area ha hg x).fun_sub h2).fun_sub h3.arctan).congr_deriv ?_
    have hgx : (g * x) ^ 2 ≠ 0 := by positivity
    have e : 1 + ((x ^ 2 - a ^ 2) / (g * x)) ^ 2
        = ((a ^ 2 - x ^ 2) ^ 2 + g ^ 2 * x ^ 2) / (g * x) ^ 2 := by
      rw [div_pow, eq_div_iff hgx, add_mul, div_mul_cancel₀ _ hgx]
      ring
    rw [lineShape_inversion ha hg (div_mul_cancel₀ (a ^ 2) hx.ne'), e]
    have hD := (denom_pos ha hg x).ne'
    unfold lineShape
    generalize (a ^ 2 - x ^ 2) ^ 2 + g ^ 2 * x ^ 2 = D at hD ⊢
    field_simp
    ring
  -- and it vanishes at the resonance frequency
  have key := isOpen_Ioi.is_const_of_deriv_eq_zero isPreconnected_Ioi
    (fun x hx => (hd x hx).differentiableAt.differentiableWithinAt)
    (fun x hx => (hd x hx).deriv) (Set.mem_Ioi.mpr hW) (Set.mem_Ioi.mpr ha)
  have e : a ^ 2 / a = a := by rw [pow_two, mul_div_assoc, div_self ha.ne', mul_one]
  simp only [e, sub_self, zero_div, Real.arctan_zero] at key
  linarith
```

## (g) The loss of one oscillator

Show that $W\left(\frac\pi2-A(W)\right)\to g$ as $W\to\infty$.

For $W>a$ put $x=1/W$. Since $\arctan u+\arctan(1/u)=\pi/2$ for $u>0$, (f) gives
$$\frac\pi2-A(W)=F(x)=\arctan\frac{gx}{1-a^2x^2}-A(a^2x).$$
Now $F(0)=0$ and $F'(0)=g-a^2L(0)=g$, so $F(x)/x\to g$. In Lean, `H` is this derivative and `harc` the arctangent step.

```lean
/-- For one oscillator with positive resonance frequency and damping `g`, the cutoff times the
difference between `π / 2` and the area up to the cutoff tends to `g`. -/
theorem tendsto_area_deficit {a g : ℝ} (ha : 0 < a) (hg : 0 < g) :
    Tendsto (fun W => W * (π / 2 - area a g W)) atTop (𝓝 g) := by
  -- in the variable `x = 1 / W` the limit is a derivative at zero
  have n (c : ℝ) : HasDerivAt (fun x : ℝ => c * x) c 0 :=
    ((hasDerivAt_id' (0 : ℝ)).const_mul c).congr_deriv (mul_one c)
  have d : HasDerivAt (fun x : ℝ => 1 - a ^ 2 * x ^ 2) 0 0 :=
    (((hasDerivAt_pow 2 (0 : ℝ)).const_mul (a ^ 2)).const_sub 1).congr_deriv (by norm_num)
  have q : HasDerivAt (fun x : ℝ => g * x / (1 - a ^ 2 * x ^ 2)) g 0 :=
    ((n g).fun_div d (by norm_num)).congr_deriv (by norm_num)
  have r : HasDerivAt (fun x : ℝ => area a g (a ^ 2 * x)) 0 0 :=
    ((hasDerivAt_area ha hg (a ^ 2 * 0)).comp (0 : ℝ) (n (a ^ 2))).congr_deriv
      (by simp [lineShape])
  have H := (q.arctan.fun_sub r).congr_deriv (g' := g) (by simp)
  have hinv : Tendsto (fun W : ℝ => W⁻¹) atTop (𝓝[>] 0) :=
    tendsto_nhdsWithin_iff.mpr ⟨tendsto_inv_atTop_zero,
      (eventually_gt_atTop 0).mono fun W hW => Set.mem_Ioi.mpr (inv_pos.mpr hW)⟩
  refine (H.tendsto_slope_zero_right.comp hinv).congr' ?_
  filter_upwards [eventually_gt_atTop a] with W hW
  have hW0 : 0 < W := ha.trans hW
  have hpos : 0 < W ^ 2 - a ^ 2 := by nlinarith
  have harc : Real.arctan (g * W⁻¹ / (1 - a ^ 2 * W⁻¹ ^ 2))
      = π / 2 - Real.arctan ((W ^ 2 - a ^ 2) / (g * W)) := by
    rw [← Real.arctan_inv_of_pos (div_pos hpos (mul_pos hg hW0)), inv_div]
    have e : 1 - a ^ 2 * W⁻¹ ^ 2 = (W ^ 2 - a ^ 2) / W ^ 2 := by field_simp
    rw [e]
    congr 1
    field_simp
  have z : area a g 0 = 0 := by simp [area]
  rw [area_reflection ha hg hW0, div_eq_mul_inv (a ^ 2) W]
  simp only [Function.comp_apply, zero_add, inv_inv, smul_eq_mul, harc, mul_zero, zero_div,
    Real.arctan_zero, z]
  ring
```

## (h) The loss of all oscillators

Show that
$$W\Bigl(\sum_jf_j-N(W)\Bigr)\to\frac2\pi\sum_jf_jg_j.$$

By (b), $N(W)=\frac2\pi\sum_jf_jA_j(W)$, where $A_j$ is the area under $L_j$; this is `hN`. The left side is therefore $\frac2\pi\sum_jf_jW(\frac\pi2-A_j(W))$, and (g) applies term by term.

The theorem assumes $w_j,g_j>0$ but allows any real $f_j$. For a computed spectrum of finitely many transitions broadened in this form, it gives the leading strength lost above the cutoff whenever $\sum_jf_jg_j\ne0$. Applying it to a material requires the further assumption that constant damping describes the absorption at arbitrarily high frequency.

```lean
/-- Finite-cutoff f-sum rule: for positive resonance frequencies and dampings, the cutoff times
the missing oscillator strength tends to `(2 / π) ∑ f j * g j`. -/
theorem finite_cutoff_sum_rule {ι : Type*} [Fintype ι] (f w₀ g : ι → ℝ)
    (hw : ∀ j, 0 < w₀ j) (hg : ∀ j, 0 < g j) :
    Tendsto (fun W => W * (∑ j, f j - partialStrength f w₀ g W)) atTop
      (𝓝 (2 / π * ∑ j, f j * g j)) := by
  have hN (W : ℝ) : partialStrength f w₀ g W = 2 / π * ∑ j, f j * area (w₀ j) (g j) W := by
    unfold partialStrength
    simp only [mul_im_response]
    have hi : ∀ j ∈ (univ : Finset ι), IntervalIntegrable
        (fun w => f j * lineShape (w₀ j) (g j) w) MeasureTheory.volume 0 W := fun j _ =>
      (continuous_const.mul (continuous_lineShape (hw j) (hg j))).intervalIntegrable _ _
    rw [intervalIntegral.integral_finsetSum hi]
    simp only [intervalIntegral.integral_const_mul, area]
  have hlim : 2 / π * ∑ j, f j * g j = ∑ j, 2 / π * f j * g j := by
    rw [Finset.mul_sum]
    exact Finset.sum_congr rfl fun j _ => by ring
  rw [hlim]
  -- add up the one-oscillator limits
  refine (tendsto_finsetSum univ fun j _ =>
    (tendsto_area_deficit (hw j) (hg j)).const_mul (2 / π * f j)).congr fun W => ?_
  rw [hN, Finset.mul_sum, ← Finset.sum_sub_distrib, Finset.mul_sum]
  refine Finset.sum_congr rfl fun j _ => ?_
  have hp : 2 / π * (π / 2) = 1 := by field_simp
  linear_combination (f j * W) * hp
```

## (i) Two cutoffs

Show that $W\bigl(\sum_jf_j-[2N(2W)-N(W)]\bigr)\to0$.

The expression is $2W(\sum_jf_j-N(2W))-W(\sum_jf_j-N(W))$, a difference of two quantities with the same limit by (h).

The same subtraction works for any fixed ratio $\lambda>1$, with the estimate $[\lambda N(\lambda W)-N(W)]/(\lambda-1)$; the Lean theorem treats only $\lambda=2$.

```lean
/-- Two-cutoff extrapolation: for positive resonance frequencies and dampings, the error of
`2 N(2W) - N(W)` as an estimate of the total strength vanishes faster than `1 / W`. -/
theorem two_cutoff_extrapolation {ι : Type*} [Fintype ι] (f w₀ g : ι → ℝ)
    (hw : ∀ j, 0 < w₀ j) (hg : ∀ j, 0 < g j) :
    Tendsto (fun W => W * (∑ j, f j
      - (2 * partialStrength f w₀ g (2 * W) - partialStrength f w₀ g W))) atTop (𝓝 0) := by
  have t := finite_cutoff_sum_rule f w₀ g hw hg
  have h2 : Tendsto (fun W : ℝ => 2 * W) atTop atTop :=
    tendsto_id.const_mul_atTop (by norm_num)
  have s := (t.comp h2).sub t
  rw [sub_self] at s
  refine s.congr fun W => ?_
  simp only [Function.comp_apply]
  ring
```

## (j) Slower decay than the inverse square

For at least one oscillator and all $f_j>0$, show that $W^2\bigl(\sum_jf_j-N(W)\bigr)\to\infty$.

This is $W$ times the quantity in (h), whose limit is now positive. The divergence by itself says only that the loss decays more slowly than $1/W^2$; the positive limit in (h) shows that the loss is exactly of order $1/W$.

```lean
/-- With at least one oscillator and positive strengths, resonance frequencies and dampings, the
missing strength times the squared cutoff grows without bound. -/
theorem deficit_rate_sharp {ι : Type*} [Fintype ι] [Nonempty ι] (f w₀ g : ι → ℝ)
    (hf : ∀ j, 0 < f j) (hw : ∀ j, 0 < w₀ j) (hg : ∀ j, 0 < g j) :
    Tendsto (fun W => W ^ 2 * (∑ j, f j - partialStrength f w₀ g W)) atTop atTop := by
  have hs : 0 < ∑ j, f j * g j :=
    Finset.sum_pos (fun j _ => mul_pos (hf j) (hg j)) Finset.univ_nonempty
  have hC : 0 < 2 / π * ∑ j, f j * g j := mul_pos (by positivity) hs
  refine (tendsto_id.atTop_mul_pos hC (finite_cutoff_sum_rule f w₀ g hw hg)).congr fun W => ?_
  simp only [id]
  ring

end

end FiniteCutoffSumRule
```

```lean
#print axioms FiniteCutoffSumRule.finite_cutoff_sum_rule
#print axioms FiniteCutoffSumRule.two_cutoff_extrapolation
#print axioms FiniteCutoffSumRule.deficit_rate_sharp
```

```
'FiniteCutoffSumRule.finite_cutoff_sum_rule' depends on axioms: [propext, Classical.choice, Quot.sound]
'FiniteCutoffSumRule.two_cutoff_extrapolation' depends on axioms: [propext, Classical.choice, Quot.sound]
'FiniteCutoffSumRule.deficit_rate_sharp' depends on axioms: [propext, Classical.choice, Quot.sound]
```
